# The fcc nearest-neighbour broken-bond Wulff shape is a truncated octahedron that the (110) plane touches along an edge

Points and normals are vectors in ℝ³ with components numbered 0, 1, 2, as in the Lean file. For positive distances a and b, let K(a,b) be the set of points x with

|x₀| ≤ a, |x₁| ≤ a, |x₂| ≤ a, and |x₀| + |x₁| + |x₂| ≤ √3 b.

The first three conditions describe a cube with {100} faces at distance a from the centre. The last describes an octahedron with {111} faces at distance b.

The surface energy is the broken-bond expression

γ(n) = ½ Σ |n·v|,

summed over the twelve fcc neighbour vectors v of type (1,1,0), in units of half the cubic cell edge L. If cutting one bond costs ε, shared equally by the two new surfaces, the energy per area is (ε/L²) γ(n) for a unit normal n. The Wulff shape W is the set of points x with x·n ≤ γ(n) for every unit normal n.

## Two facet families fix the whole shape

The main identity is

W = K(4, 2√3).

The two distances are the energies of the (100) and (111) faces. For general a and b, K(a,b) is the full cube exactly when a/b ≤ 1/√3, and the full octahedron exactly when a/b ≥ √3. The fcc ratio is 2/√3, which lies strictly between these limits, so both facet families are present.

The (110) energy is 3√2, and this is also the maximum of (x₀ + x₁)/√2 on the body. The maximum is attained on the segment from (4,2,0) to (2,4,0), so the (110) plane touches the body without cutting off a facet.

## Half-space lists and zero-area facets

A code that builds a nanoparticle by intersecting half-spaces from a finite list of facet energies relies on the omitted orientations not cutting the result. For the unrelaxed nearest-neighbour bond model, the identity shows that {100} and {111} suffice.

If {110} planes are also listed, they are redundant but tangent. Rounding may then produce sliver facets, which a floating-point polyhedron routine can discard with a tolerance on the facet area. With the other energies held fixed, any reduction of γ(110) would open a true facet there.

## Derivation from corners, bonds and sorted normals

**The cube and octahedron limits.** If K(a,b) is the full cube, it contains the corner (a,a,a), so 3a ≤ √3 b, which is a/b ≤ 1/√3. Conversely, under this condition every point of the cube has |x₀| + |x₁| + |x₂| ≤ 3a ≤ √3 b.

If K(a,b) is the full octahedron, it contains the vertex (√3 b, 0, 0), so √3 b ≤ a. Conversely, each |xᵢ| in the octahedron is at most the sum of all three, hence at most √3 b ≤ a.

At equality the extra planes only touch. For a = 1 and b = √3, the octahedron condition is |x₀| + |x₁| + |x₂| ≤ 3, and within the cube equality holds only at the eight corners.

**The surface energy.** Opposite bonds contribute equally, so

γ(n) = |n₀+n₁| + |n₀−n₁| + |n₀+n₂| + |n₀−n₂| + |n₁+n₂| + |n₁−n₂|.

Hence γ(cn) = |c| γ(n). The vectors (1,0,0), (1,1,1) and (1,1,0) give 4, 6 and 6. Dividing by their lengths 1, √3 and √2 gives the normalised values 4, 2√3 and 3√2.

**W lies in K(4, 2√3).** The normals (±1,0,0) give |x₀| ≤ 4, and likewise for the other axes. For signs sᵢ = ±1, the normal (s₀,s₁,s₂)/√3 gives

s₀x₀ + s₁x₁ + s₂x₂ ≤ 6.

Choosing the signs to match x yields |x₀| + |x₁| + |x₂| ≤ 6.

**K(4, 2√3) lies in W.** Sort the |nᵢ| as p ≥ q ≥ r ≥ 0, and let X, Y, Z be the corresponding |xᵢ|. Since |u+v| + |u−v| = 2 max(|u|,|v|), the three pairs of components give

γ(n) = 2p + 2p + 2q = 4p + 2q.

Also x·n ≤ Xp + Yq + Zr, and

4p + 2q − (Xp + Yq + Zr) = (p−q)(4−X) + q(6−X−Y−Z) + (q−r)Z.

Every term on the right is non-negative for x in K(4, 2√3). Thus x·n ≤ γ(n) for every normal.

**The (110) contact.** On the body,

x₀ + x₁ ≤ |x₀| + |x₁| ≤ 6 − |x₂| ≤ 6.

Division by √2 gives the bound 3√2. Equality forces x₂ = 0 and x₀ + x₁ = 6. Then x₁ ≤ 4 gives x₀ ≥ 2, while x₀ ≤ 4 already holds. Conversely, every point with these properties lies in the body and attains the bound.

## The Lean file

```lean
import Mathlib

open Matrix

namespace FccWulffShape

noncomputable section

/-- The cube whose {100} faces lie at distance `a` from the centre. -/
def cube (a : ℝ) : Set (Fin 3 → ℝ) := {x | ∀ i, |x i| ≤ a}

/-- The octahedron whose {111} faces lie at distance `b` from the centre. -/
def octahedron (b : ℝ) : Set (Fin 3 → ℝ) := {x | |x 0| + |x 1| + |x 2| ≤ √3 * b}

/-- The crystal bounded by {100} planes at distance `a` and {111} planes at distance `b`. -/
def crystal (a b : ℝ) : Set (Fin 3 → ℝ) := cube a ∩ octahedron b

/-- The twelve nearest-neighbour vectors of the fcc lattice, in units of half the cube edge. -/
def fccBonds : List (Fin 3 → ℝ) :=
  [![1, 1, 0], ![1, -1, 0], ![1, 0, 1], ![1, 0, -1], ![0, 1, 1], ![0, 1, -1],
   -![1, 1, 0], -![1, -1, 0], -![1, 0, 1], -![1, 0, -1], -![0, 1, 1], -![0, 1, -1]]

/-- The broken-bond surface energy: half the sum of `|n · v|` over the fcc neighbour vectors. -/
def surfaceEnergy (n : Fin 3 → ℝ) : ℝ := (1 / 2) * (fccBonds.map fun v => |n ⬝ᵥ v|).sum

/-- The Wulff construction: the points lying, for every unit normal `n`, behind the plane
at distance `γ n` from the centre. -/
def wulffShape (γ : (Fin 3 → ℝ) → ℝ) : Set (Fin 3 → ℝ) :=
  {x | ∀ n, n ⬝ᵥ n = 1 → x ⬝ᵥ n ≤ γ n}

/-- The crystal is the full cube exactly when `a / b ≤ 1 / √3`. -/
theorem crystal_eq_cube_iff {a b : ℝ} (ha : 0 < a) (hb : 0 < b) :
    crystal a b = cube a ↔ a / b ≤ 1 / √3 := by
  have hs : 0 < √3 := Real.sqrt_pos.2 (by norm_num)
  have hss : √3 * √3 = 3 := Real.mul_self_sqrt (by norm_num)
  have e : √3 * (a * √3) = 3 * a := by linear_combination a * hss
  rw [div_le_div_iff₀ hb hs, one_mul]
  constructor
  · intro h
    -- the cube corner (a, a, a) must survive the {111} cut
    have hm : (fun _ => a : Fin 3 → ℝ) ∈ crystal a b := by
      rw [h]
      show ∀ _ : Fin 3, |a| ≤ a
      exact fun _ => (abs_of_pos ha).le
    have h2 : |a| + |a| + |a| ≤ √3 * b := hm.2
    rw [abs_of_pos ha] at h2
    by_contra hc
    have h3 := mul_lt_mul_of_pos_left (not_le.1 hc) hs
    linarith
  · intro h
    refine Set.inter_eq_left.mpr (fun x hx => ?_)
    have hx' : ∀ i, |x i| ≤ a := hx
    have h3 := mul_le_mul_of_nonneg_left h hs.le
    show |x 0| + |x 1| + |x 2| ≤ √3 * b
    linarith [hx' 0, hx' 1, hx' 2]

/-- The crystal is the full octahedron exactly when `a / b ≥ √3`. -/
theorem crystal_eq_octahedron_iff {a b : ℝ} (hb : 0 < b) :
    crystal a b = octahedron b ↔ √3 ≤ a / b := by
  have hp : 0 < √3 * b := mul_pos (Real.sqrt_pos.2 (by norm_num)) hb
  rw [le_div_iff₀ hb]
  constructor
  · intro h
    -- the octahedron vertex (√3 b, 0, 0) must survive the {100} cut
    have hm : ![√3 * b, 0, 0] ∈ crystal a b := by
      rw [h]
      show |√3 * b| + |(0 : ℝ)| + |(0 : ℝ)| ≤ √3 * b
      rw [abs_of_pos hp, abs_zero]
      linarith
    have h2 : |√3 * b| ≤ a := hm.1 0
    exact (le_abs_self _).trans h2
  · intro h
    refine Set.inter_eq_right.mpr (fun x hx => ?_)
    have hx' : |x 0| + |x 1| + |x 2| ≤ √3 * b := hx
    have p0 := abs_nonneg (x 0)
    have p1 := abs_nonneg (x 1)
    have p2 := abs_nonneg (x 2)
    have h0 : |x 0| ≤ a := by linarith
    have h1 : |x 1| ≤ a := by linarith
    have h2 : |x 2| ≤ a := by linarith
    show ∀ i, |x i| ≤ a
    intro i
    fin_cases i
    exacts [h0, h1, h2]

/-- The scalar product in Cartesian components. -/
theorem dot_components (x n : Fin 3 → ℝ) : x ⬝ᵥ n = x 0 * n 0 + x 1 * n 1 + x 2 * n 2 := by
  simp [dotProduct, Fin.sum_univ_three]

/-- The surface energy as a sum over the six pairs of opposite bonds. -/
theorem surfaceEnergy_eq (n : Fin 3 → ℝ) : surfaceEnergy n =
    |n 0 + n 1| + |n 0 - n 1| + |n 0 + n 2| + |n 0 - n 2| + |n 1 + n 2| + |n 1 - n 2| := by
  have e : ∀ p q r : ℝ, n ⬝ᵥ ![p, q, r] = n 0 * p + n 1 * q + n 2 * r :=
    fun p q r => dot_components n _
  simp only [surfaceEnergy, fccBonds, List.map_cons, List.map_nil, List.sum_cons,
    List.sum_nil, dotProduct_neg, abs_neg, e]
  simp only [mul_one, mul_zero, add_zero, zero_add, mul_neg, ← sub_eq_add_neg]
  ring

/-- Rescaling the normal by `c` rescales the surface energy by `|c|`. -/
theorem surfaceEnergy_smul (c : ℝ) (n : Fin 3 → ℝ) :
    surfaceEnergy (c • n) = |c| * surfaceEnergy n := by
  simp only [surfaceEnergy_eq, Pi.smul_apply, smul_eq_mul, ← mul_add, ← mul_sub, abs_mul]

/-- The surface energies of the (100), (111) and (110) faces are `4`, `2√3` and `3√2`. -/
theorem surfaceEnergy_facets : surfaceEnergy ![1, 0, 0] = 4 ∧
    surfaceEnergy ((√3)⁻¹ • ![1, 1, 1]) = 2 * √3 ∧
    surfaceEnergy ((√2)⁻¹ • ![1, 1, 0]) = 3 * √2 := by
  have h3 : 0 < √3 := Real.sqrt_pos.2 (by norm_num)
  have h2 : 0 < √2 := Real.sqrt_pos.2 (by norm_num)
  have e3 : √3 * √3 = 3 := Real.mul_self_sqrt (by norm_num)
  have e2 : √2 * √2 = 2 := Real.mul_self_sqrt (by norm_num)
  have e : ∀ p q r : ℝ, surfaceEnergy ![p, q, r] =
      |p + q| + |p - q| + |p + r| + |p - r| + |q + r| + |q - r| :=
    fun p q r => surfaceEnergy_eq _
  have g3 : surfaceEnergy ![1, 1, 1] = 6 := by rw [e]; norm_num
  have g2 : surfaceEnergy ![1, 1, 0] = 6 := by rw [e]; norm_num
  refine ⟨by rw [e]; norm_num, ?_, ?_⟩
  · rw [surfaceEnergy_smul, abs_of_pos (inv_pos.2 h3), g3, inv_mul_eq_iff_eq_mul₀ h3.ne']
    linear_combination (-2) * e3
  · rw [surfaceEnergy_smul, abs_of_pos (inv_pos.2 h2), g2, inv_mul_eq_iff_eq_mul₀ h2.ne']
    linear_combination (-3) * e2

/-- For `a = 4` and `b = 2√3` the crystal is given by `|x i| ≤ 4` for all `i` and `|x 0| + |x 1| +
|x 2| ≤ 6`. -/
theorem mem_crystal_fcc (x : Fin 3 → ℝ) :
    x ∈ crystal 4 (2 * √3) ↔ (∀ i, |x i| ≤ 4) ∧ |x 0| + |x 1| + |x 2| ≤ 6 := by
  have h6 : √3 * (2 * √3) = 6 := by
    linear_combination 2 * Real.mul_self_sqrt (show (0 : ℝ) ≤ 3 by norm_num)
  show ((∀ i, |x i| ≤ 4) ∧ |x 0| + |x 1| + |x 2| ≤ √3 * (2 * √3)) ↔ _
  rw [h6]

/-- The Wulff shape of the fcc broken-bond energy, with all orientations admitted, is the
crystal bounded by {100} planes at distance `4` and {111} planes at distance `2√3`. -/
theorem wulffShape_fcc : wulffShape surfaceEnergy = crystal 4 (2 * √3) := by
  ext x
  rw [mem_crystal_fcc]
  constructor
  · intro hx
    -- by homogeneity the normals need not be normalised
    have key : ∀ p q r : ℝ, 0 < p ^ 2 + q ^ 2 + r ^ 2 → x 0 * p + x 1 * q + x 2 * r ≤
        |p + q| + |p - q| + |p + r| + |p - r| + |q + r| + |q - r| := by
      intro p q r hN
      obtain ⟨c, hc, hcN⟩ : ∃ c : ℝ, 0 < c ∧ c * c * (p ^ 2 + q ^ 2 + r ^ 2) = 1 :=
        ⟨(√(p ^ 2 + q ^ 2 + r ^ 2))⁻¹, inv_pos.2 (Real.sqrt_pos.2 hN), by
          rw [← mul_inv, Real.mul_self_sqrt hN.le, inv_mul_cancel₀ hN.ne']⟩
      have h := hx (c • ![p, q, r]) (by
        rw [dot_components]
        show c * p * (c * p) + c * q * (c * q) + c * r * (c * r) = 1
        linear_combination hcN)
      rw [surfaceEnergy_smul, abs_of_pos hc, dotProduct_smul, smul_eq_mul] at h
      have h' := le_of_mul_le_mul_left h hc
      rw [dot_components, surfaceEnergy_eq] at h'
      exact h'
    constructor
    · have a1 := (key 1 0 0 (by norm_num)).trans (show _ ≤ (4 : ℝ) by norm_num)
      have a2 := (key (-1) 0 0 (by norm_num)).trans (show _ ≤ (4 : ℝ) by norm_num)
      have b1 := (key 0 1 0 (by norm_num)).trans (show _ ≤ (4 : ℝ) by norm_num)
      have b2 := (key 0 (-1) 0 (by norm_num)).trans (show _ ≤ (4 : ℝ) by norm_num)
      have c1 := (key 0 0 1 (by norm_num)).trans (show _ ≤ (4 : ℝ) by norm_num)
      have c2 := (key 0 0 (-1) (by norm_num)).trans (show _ ≤ (4 : ℝ) by norm_num)
      have h0 : |x 0| ≤ 4 := abs_le.2 ⟨by linarith, by linarith⟩
      have h1 : |x 1| ≤ 4 := abs_le.2 ⟨by linarith, by linarith⟩
      have h2 : |x 2| ≤ 4 := abs_le.2 ⟨by linarith, by linarith⟩
      intro i
      fin_cases i
      exacts [h0, h1, h2]
    · -- choose the {111} normal in the octant of x
      have sg : ∀ t : ℝ, ∃ p : ℝ, (p = 1 ∨ p = -1) ∧ t * p = |t| := by
        intro t
        rcases abs_choice t with h | h
        · exact ⟨1, Or.inl rfl, by linarith⟩
        · exact ⟨-1, Or.inr rfl, by linarith⟩
      obtain ⟨p, hp, ep⟩ := sg (x 0)
      obtain ⟨q, hq, eq⟩ := sg (x 1)
      obtain ⟨r, hr, er⟩ := sg (x 2)
      rw [← ep, ← eq, ← er]
      clear ep eq er
      rcases hp with rfl | rfl <;> rcases hq with rfl | rfl <;> rcases hr with rfl | rfl <;>
        exact (key _ _ _ (by norm_num)).trans (by norm_num)
  · rintro ⟨hc, ho⟩ n -
    -- the bound for sorted components p ≥ q ≥ r of the normal
    have aux : ∀ p q r X Y Z : ℝ, q ≤ p → r ≤ q → 0 ≤ r → X ≤ 4 → X + Y + Z ≤ 6 → 0 ≤ Z →
        X * p + Y * q + Z * r ≤ 4 * p + 2 * q := by
      intro p q r X Y Z h1 h2 h3 h4 h5 h6
      linarith [mul_nonneg (sub_nonneg.2 h1) (sub_nonneg.2 h4),
        mul_nonneg (h3.trans h2) (sub_nonneg.2 h5), mul_nonneg (sub_nonneg.2 h2) h6]
    have m : ∀ u v : ℝ, 2 * |u| ≤ |u + v| + |u - v| ∧ 2 * |v| ≤ |u + v| + |u - v| := by
      intro u v
      rcases abs_choice u with h | h <;> rcases abs_choice v with k | k <;> constructor <;>
        linarith [le_abs_self (u + v), neg_abs_le (u + v), le_abs_self (u - v),
          neg_abs_le (u - v)]
    have d : ∀ u v : ℝ, u * v ≤ |u| * |v| := fun u v => (le_abs_self _).trans_eq (abs_mul u v)
    rw [dot_components, surfaceEnergy_eq]
    obtain ⟨m1, m2⟩ := m (n 0) (n 1)
    obtain ⟨m3, m4⟩ := m (n 0) (n 2)
    obtain ⟨m5, m6⟩ := m (n 1) (n 2)
    have d0 := d (x 0) (n 0)
    have d1 := d (x 1) (n 1)
    have d2 := d (x 2) (n 2)
    have c0 := hc 0
    have c1 := hc 1
    have c2 := hc 2
    have x0 := abs_nonneg (x 0)
    have x1 := abs_nonneg (x 1)
    have x2 := abs_nonneg (x 2)
    have n0 := abs_nonneg (n 0)
    have n1 := abs_nonneg (n 1)
    have n2 := abs_nonneg (n 2)
    rcases le_total |n 0| |n 1| with h1 | h1 <;> rcases le_total |n 1| |n 2| with h2 | h2 <;>
      rcases le_total |n 0| |n 2| with h3 | h3
    all_goals first
      | linarith [aux _ _ _ |x 0| |x 1| |x 2| h1 h2 n2 c0 (by linarith) x2]
      | linarith [aux _ _ _ |x 0| |x 2| |x 1| h3 h2 n1 c0 (by linarith) x1]
      | linarith [aux _ _ _ |x 1| |x 0| |x 2| h1 h3 n2 c1 (by linarith) x2]
      | linarith [aux _ _ _ |x 1| |x 2| |x 0| h2 h3 n0 c1 (by linarith) x0]
      | linarith [aux _ _ _ |x 2| |x 0| |x 1| h3 h1 n1 c2 (by linarith) x1]
      | linarith [aux _ _ _ |x 2| |x 1| |x 0| h2 h1 n0 c2 (by linarith) x0]

/-- The maximum of `(x 0 + x 1) / √2` on the fcc crystal is attained and equals the (110) surface
energy. -/
theorem isGreatest_extent_110 :
    IsGreatest ((fun x : Fin 3 → ℝ => (x 0 + x 1) / √2) '' crystal 4 (2 * √3))
      (surfaceEnergy ((√2)⁻¹ • ![1, 1, 0])) := by
  have h2 : 0 < √2 := Real.sqrt_pos.2 (by norm_num)
  have e2 : √2 * √2 = 2 := Real.mul_self_sqrt (by norm_num)
  rw [surfaceEnergy_facets.2.2]
  constructor
  · refine ⟨![4, 2, 0], (mem_crystal_fcc _).2 ⟨?_, ?_⟩, ?_⟩
    · intro i
      fin_cases i
      exacts [show |(4 : ℝ)| ≤ 4 by norm_num, show |(2 : ℝ)| ≤ 4 by norm_num,
        show |(0 : ℝ)| ≤ 4 by norm_num]
    · show |(4 : ℝ)| + |(2 : ℝ)| + |(0 : ℝ)| ≤ 6
      norm_num
    · show ((4 : ℝ) + 2) / √2 = 3 * √2
      rw [div_eq_iff h2.ne']
      linear_combination (-3) * e2
  · rintro _ ⟨x, hx, rfl⟩
    have ho := ((mem_crystal_fcc x).1 hx).2
    show (x 0 + x 1) / √2 ≤ 3 * √2
    rw [div_le_iff₀ h2]
    linarith [le_abs_self (x 0), le_abs_self (x 1), abs_nonneg (x 2)]

/-- The (110) Wulff plane meets the fcc crystal exactly in the segment `x 0 + x 1 = 6`, `x 2 = 0`,
`2 ≤ x 0 ≤ 4`. -/
theorem contact_110_iff (x : Fin 3 → ℝ) :
    (x ∈ crystal 4 (2 * √3) ∧ (x 0 + x 1) / √2 = surfaceEnergy ((√2)⁻¹ • ![1, 1, 0])) ↔
      x 0 + x 1 = 6 ∧ x 2 = 0 ∧ 2 ≤ x 0 ∧ x 0 ≤ 4 := by
  have h2 : 0 < √2 := Real.sqrt_pos.2 (by norm_num)
  have e2 : 3 * √2 * √2 = 6 := by
    linear_combination 3 * Real.mul_self_sqrt (show (0 : ℝ) ≤ 2 by norm_num)
  rw [surfaceEnergy_facets.2.2, div_eq_iff h2.ne', e2, mem_crystal_fcc]
  constructor
  · rintro ⟨⟨hc, ho⟩, hs⟩
    have l0 := le_abs_self (x 0)
    have l1 := le_abs_self (x 1)
    have hz : |x 2| = 0 := le_antisymm (by linarith) (abs_nonneg _)
    exact ⟨hs, abs_eq_zero.1 hz, by linarith [hc 1], by linarith [hc 0]⟩
  · rintro ⟨hs, hz, hl, hu⟩
    have a0 : |x 0| = x 0 := abs_of_nonneg (by linarith)
    have a1 : |x 1| = x 1 := abs_of_nonneg (by linarith)
    have a2 : |x 2| = 0 := by rw [hz, abs_zero]
    have b0 : |x 0| ≤ 4 := by linarith
    have b1 : |x 1| ≤ 4 := by linarith
    have b2 : |x 2| ≤ 4 := by linarith
    refine ⟨⟨?_, by linarith⟩, hs⟩
    intro i
    fin_cases i
    exacts [b0, b1, b2]

end

end FccWulffShape
```

```lean
#print axioms FccWulffShape.crystal_eq_octahedron_iff
#print axioms FccWulffShape.wulffShape_fcc
#print axioms FccWulffShape.isGreatest_extent_110
#print axioms FccWulffShape.contact_110_iff
```

```
'FccWulffShape.crystal_eq_octahedron_iff' depends on axioms: [propext, Classical.choice, Quot.sound]
'FccWulffShape.wulffShape_fcc' depends on axioms: [propext, Classical.choice, Quot.sound]
'FccWulffShape.isGreatest_extent_110' depends on axioms: [propext, Classical.choice, Quot.sound]
'FccWulffShape.contact_110_iff' depends on axioms: [propext, Classical.choice, Quot.sound]
```

## How the statements and proofs match the geometry

A vector is a function `Fin 3 → ℝ`, and `⬝ᵥ` is the dot product. `crystal a b` is K(a,b), the intersection of `cube a` and `octahedron b`. `surfaceEnergy` is γ, defined for vectors of any length, while `wulffShape` imposes its inequality only for normals with `n ⬝ᵥ n = 1`.

`crystal_eq_cube_iff` assumes a and b positive; `crystal_eq_octahedron_iff` needs only b positive. Each proof tests the decisive corner or vertex in one direction and bounds an arbitrary point in the other.

`surfaceEnergy_eq` pairs the bonds, `surfaceEnergy_smul` gives the scaling law, and `surfaceEnergy_facets` computes the three normalised energies. `mem_crystal_fcc` turns √3 · 2√3 into 6.

In `wulffShape_fcc`, the step `key` uses scaling to admit non-zero normals of any length. The first inclusion then tests the axis normals and the (±1,±1,±1) normals, with `sg` choosing the signs. For the reverse inclusion, `aux` is the sorted inequality, and `m` supplies the lower bound on γ, which is all that the argument needs. The `le_total` splits run through the orderings of the |nᵢ|, and `linarith` combines the bounds in each case.

`isGreatest_extent_110` says that the (110) energy is both attained, at (4,2,0), and an upper bound. `contact_110_iff` characterises all contact points as x₀ + x₁ = 6, x₂ = 0 and 2 ≤ x₀ ≤ 4.

## Scope of the broken-bond model

The identity covers every orientation, but only for this γ, which is postulated: it counts cut nearest-neighbour bonds of equal strength in a rigid lattice. Longer-range interactions, relaxation, reconstruction, adsorbates and temperature can change the energies and the shape. The body is a continuum polyhedron, so edge energies and the discrete atom counts of small particles are absent.

The Wulff shape enters as a definition by half-spaces. That such a body minimises total surface energy at fixed volume is Wulff's theorem, which is neither proved nor used in the file. The theorems concern exact real numbers and do not certify a floating-point implementation.
